# The zero-dimensional Hedin vertex equation has exactly one rational power series solution, with natural coefficients

A differential equation solved order by order may leave a coefficient free, as $zg'=g$ does, or produce fractions and negative numbers. A fractional or negative coefficient cannot itself be a number of diagrams, and a free one is not determined by the equation. For the zero-dimensional Hedin vertex equation, written without spin factors and loop signs, neither happens over $\mathbb Q$.

In Lean 4 with Mathlib:

```lean
import Mathlib

open PowerSeries Filter Topology

namespace ZeroDimensionalHedin

noncomputable section
```

## Hedin's relations between numbers

In zero dimensions the propagator $G$, screened interaction $W$, bare interaction $v$, polarization $P$, self-energy $\Sigma$ and vertex $\Gamma$ are real numbers. Spin factors and loop signs are absent. The vertex is assumed to depend only on $z=G^2W$, so $\Gamma=\gamma(z)$ and

$$P=G^2\gamma(z).$$

```lean
/-- The polarization `P = G² Γ`, with the vertex `Γ = γ(G² W)`. -/
def polarization (W γ : ℝ → ℝ) (G : ℝ) : ℝ := G ^ 2 * γ (G ^ 2 * W G)
```

The self-energy has the same vertex:

$$\Sigma=GW\gamma(z).$$

```lean
/-- The self-energy `Σ = G W Γ`, with the vertex `Γ = γ(G² W)`. -/
def selfEnergy (W γ : ℝ → ℝ) (G : ℝ) : ℝ := G * W G * γ (G ^ 2 * W G)
```

Screening, $W=v+vPW$, is required at fixed $v$ for all propagators near $G$, which is what `∀ᶠ x in 𝓝 G` says. It can therefore be differentiated.

```lean
/-- The screening equation `W = v + v P W` at fixed bare interaction `v`, for propagators near `G`. -/
def Screening (v : ℝ) (W γ : ℝ → ℝ) (G : ℝ) : Prop :=
  ∀ᶠ x in 𝓝 G, W x = v + v * polarization W γ x * W x
```

The vertex relation is needed only at $G$. Its derivative is total, so it includes the response of $W$:

$$\Gamma=1+\frac{d\Sigma}{dG}\,G^2\Gamma.$$

```lean
/-- Hedin's vertex relation `Γ = 1 + (dΣ/dG) G² Γ` at the propagator `G`. -/
def VertexRelation (W γ : ℝ → ℝ) (G : ℝ) : Prop :=
  γ (G ^ 2 * W G) = 1 + deriv (selfEnergy W γ) G * G ^ 2 * γ (G ^ 2 * W G)
```

## Eliminating the response of W

Differentiating the screening equation gives $(1-vP)W'=vWP'$, while the equation itself reads $(1-vP)W=v$. If $1-vP$ vanished, $v$ would vanish too, giving $1=0$. Hence $W'=W^2P'$. With $z'=2GW+G^2W'$ and $D=1-z^2\gamma'$, this becomes

$$D\,W'=2GW^2(\gamma+z\gamma').$$

Also $G^2\Sigma'=z\gamma+2z^2\gamma'+G^3W'(\gamma+z\gamma')$. Multiplying the vertex relation by $D$ and adding $z\gamma^2D$ gives

$$\begin{aligned}(\gamma-1+z\gamma^2)D&=2z\gamma(\gamma+z\gamma')\,[D+z(\gamma+z\gamma')]\\&=2z\gamma(\gamma+z\gamma')(1+z\gamma).\end{aligned}$$

The `HasDerivAt` hypotheses supply differentiability of $W$ and $\gamma$; the last `linear_combination` performs the elimination.

```lean
/-- If `W` is differentiable at `G` and `γ` is differentiable at `G² W`, then the screening equation
and the vertex relation imply the differential equation of the vertex function at `z = G² W`. -/
theorem vertex_equation_of_hedin {W γ : ℝ → ℝ} {v G W' γ' z : ℝ} (hz : z = G ^ 2 * W G)
    (hW : HasDerivAt W W' G) (hγ : HasDerivAt γ γ' (G ^ 2 * W G))
    (hs : Screening v W γ G) (hv : VertexRelation W γ G) :
    (γ z - 1 + z * γ z ^ 2) * (1 - z ^ 2 * γ') =
      2 * z * γ z * (γ z + z * γ') * (1 + z * γ z) := by
  subst hz
  have hz : HasDerivAt (fun x => x ^ 2 * W x) (2 * G * W G + G ^ 2 * W') G :=
    ((hasDerivAt_pow 2 G).fun_mul hW).congr_deriv (by norm_num)
  have hk : HasDerivAt (fun x => γ (x ^ 2 * W x)) (γ' * (2 * G * W G + G ^ 2 * W')) G :=
    HasDerivAt.comp G hγ hz
  have hP : HasDerivAt (polarization W γ)
      (2 * G * γ (G ^ 2 * W G) + G ^ 2 * (γ' * (2 * G * W G + G ^ 2 * W'))) G :=
    ((hasDerivAt_pow 2 G).fun_mul hk).congr_deriv (by norm_num)
  have hS : HasDerivAt (selfEnergy W γ) ((1 * W G + G * W') * γ (G ^ 2 * W G)
      + G * W G * (γ' * (2 * G * W G + G ^ 2 * W'))) G :=
    ((hasDerivAt_id' G).fun_mul hW).fun_mul hk
  -- differentiate the screening equation at fixed `v`
  have e := hW.unique
    ((((hP.const_mul v).fun_mul hW).const_add v).congr_of_eventuallyEq hs)
  have h0 := hs.self_of_nhds
  unfold VertexRelation at hv
  rw [hS.deriv] at hv
  simp only [polarization] at e h0
  generalize γ (G ^ 2 * W G) = k at *
  generalize W G = w at *
  have hne : 1 - v * (G ^ 2 * k) ≠ 0 := by
    intro h
    have hv0 : v = 0 := by linear_combination w * h - h0
    rw [hv0] at h
    norm_num at h
  have hW' : W' = w ^ 2 * (2 * G * k + G ^ 2 * (γ' * (2 * G * w + G ^ 2 * W'))) :=
    mul_left_cancel₀ hne (by
      linear_combination e - w * (2 * G * k + G ^ 2 * (γ' * (2 * G * w + G ^ 2 * W'))) * h0)
  -- eliminate the derivative of `W`
  linear_combination (1 - (G ^ 2 * w) ^ 2 * γ') * hv
    + k * G * (k + G ^ 2 * w * γ') * G ^ 2 * hW'
```

Screening at the single point $G$ would not suffice. Take constant $W=1/4$, $\gamma=2$, $G=1$ and $v=1/6$: screening holds at $G$ but not around it, and the vertex relation holds, yet the two sides of the result are $2$ and $3$.

A consistent example uses $\gamma=8/5$ and $v=1/8$, for which screening gives

$$W(x)=\frac{1/8}{1-x^2/5}.$$

```lean
/-- A screened interaction as a function of the propagator. -/
def modelW (x : ℝ) : ℝ := (1 / 8) / (1 - x ^ 2 / 5)
```

At $G=1$, $W=5/32$, $W'=5/64$ and $\Sigma'=3/8$, so the vertex relation reads $8/5=1+(3/8)(8/5)$.

```lean
/-- With `v = 1/8`, `modelW` and the constant vertex function `8/5`, the hypotheses of
`vertex_equation_of_hedin` hold at `G = 1`. -/
theorem vertex_equation_of_hedin_witness :
    HasDerivAt modelW (5 / 64) 1 ∧
    HasDerivAt (fun _ : ℝ => (8 / 5 : ℝ)) 0 (1 ^ 2 * modelW 1) ∧
    Screening (1 / 8) modelW (fun _ => 8 / 5) 1 ∧ VertexRelation modelW (fun _ => 8 / 5) 1 := by
  have hd : HasDerivAt (fun x : ℝ => 1 - x ^ 2 / 5) (-(2 / 5)) 1 :=
    (((hasDerivAt_pow 2 (1 : ℝ)).div_const 5).const_sub 1).congr_deriv (by norm_num)
  have hW : HasDerivAt modelW (5 / 64) 1 :=
    ((hasDerivAt_const (1 : ℝ) (1 / 8 : ℝ)).fun_div hd (by norm_num)).congr_deriv (by norm_num)
  refine ⟨hW, hasDerivAt_const _ _, ?_, ?_⟩
  · filter_upwards [Ioo_mem_nhds (show (0 : ℝ) < 1 by norm_num) (show (1 : ℝ) < 2 by norm_num)]
      with x hx
    have h : 1 - x ^ 2 / 5 ≠ 0 := by nlinarith [hx.1, hx.2]
    have h1 : modelW x * (1 - x ^ 2 / 5) = 1 / 8 := div_mul_cancel₀ _ h
    simp only [polarization]
    linear_combination h1
  · have hS : HasDerivAt (selfEnergy modelW fun _ => 8 / 5)
        ((1 * modelW 1 + 1 * (5 / 64)) * (8 / 5)) 1 :=
      ((hasDerivAt_id' (1 : ℝ)).fun_mul hW).mul_const (8 / 5)
    unfold VertexRelation
    rw [hS.deriv]
    norm_num [modelW]
```

## The equation as a fixed point

Now let $g$ be a formal power series, an element of `R⟦X⟧`, with `X` for $z$ and `derivative` acting term by term. No convergence is involved.

```lean
variable {R : Type*} [CommRing R]

/-- The zero-dimensional Hedin vertex equation for a formal power series `g` in `z = G² W`. -/
def VertexEquation (g : R⟦X⟧) : Prop :=
  (g - 1 + X * g ^ 2) * (1 - X ^ 2 * derivative R g) =
    2 * X * g * (g + X * derivative R g) * (1 + X * g)
```

Write $\theta g=zg'$, which multiplies the coefficient of $z^n$ by $n$.

```lean
/-- The operator `z d/dz`. -/
def euler {S : Type*} [CommSemiring S] (g : S⟦X⟧) : S⟦X⟧ := X * derivative S g
```

Expanding the equation and isolating $g$ gives $g=1+zF(g)$, where

$$F(g)=-g^2+\theta g\,(g-1+zg^2)+2g(g+\theta g)(1+zg).$$

```lean
/-- The vertex correction generated by `g`, with one factor `z` taken out. -/
def kernel (g : R⟦X⟧) : R⟦X⟧ :=
  -g ^ 2 + euler g * (g - 1 + X * g ^ 2) + 2 * g * (g + euler g) * (1 + X * g)
```

One iteration sends $g$ to $1+zF(g)$.

```lean
/-- One iteration of the vertex equation: bare vertex plus correction. -/
def hedinStep (g : R⟦X⟧) : R⟦X⟧ := 1 + X * kernel g
```

The rearrangement is reversible.

```lean
/-- A series solves the vertex equation exactly when the iteration leaves it fixed. -/
theorem vertexEquation_iff (g : R⟦X⟧) : VertexEquation g ↔ hedinStep g = g := by
  unfold VertexEquation hedinStep kernel euler
  constructor <;> intro h <;> linear_combination (-1 : R⟦X⟧) * h
```

## Each iteration fixes another order

If $f-g$ is divisible by $z^n$, so is $\theta f-\theta g$, and hence $F(f)-F(g)$. The prefactor $z$ gains one order. The proof computes $F$ in the quotient by $z^n$.

```lean
/-- If two vertices agree below order `n`, their iterates agree below order `n + 1`. -/
theorem hedinStep_causal {f g : R⟦X⟧} {n : ℕ} (h : (X : R⟦X⟧) ^ n ∣ f - g) :
    (X : R⟦X⟧) ^ (n + 1) ∣ hedinStep f - hedinStep g := by
  have hE : (X : R⟦X⟧) ^ n ∣ euler f - euler g := by
    rw [X_pow_dvd_iff] at h ⊢
    intro m hm
    have hm' := h m hm
    rw [map_sub, sub_eq_zero] at hm' ⊢
    rcases m with _ | m
    · simp [euler]
    · simp only [euler, coeff_succ_X_mul, coeff_derivative, hm']
  -- compute modulo `z ^ n`
  have key : ∀ a b : R⟦X⟧, (X : R⟦X⟧) ^ n ∣ a - b ↔
      Ideal.Quotient.mk (Ideal.span {(X : R⟦X⟧) ^ n}) a = Ideal.Quotient.mk _ b := fun a b => by
    rw [Ideal.Quotient.mk_eq_mk_iff_sub_mem, Ideal.mem_span_singleton]
  have hF : (X : R⟦X⟧) ^ n ∣ kernel f - kernel g := by
    rw [key] at h hE ⊢
    simp only [kernel, map_add, map_sub, map_mul, map_neg, map_pow, h, hE]
  have e : hedinStep f - hedinStep g = X * (kernel f - kernel g) := by
    unfold hedinStep; ring
  rw [e, pow_succ']
  exact mul_dvd_mul_left X hF
```

Two solutions are their own iterates, so by induction they agree to every order.

```lean
/-- Over any commutative ring the vertex equation has at most one solution. -/
theorem vertex_unique {f g : R⟦X⟧} (hf : VertexEquation f) (hg : VertexEquation g) : f = g := by
  rw [vertexEquation_iff] at hf hg
  have h : ∀ n : ℕ, (X : R⟦X⟧) ^ n ∣ f - g := by
    intro n
    induction n with
    | zero => simp
    | succ n ih => simpa only [hf, hg] using hedinStep_causal ih
  ext n
  rw [← sub_eq_zero, ← map_sub]
  exact X_pow_dvd_iff.1 (h (n + 1)) n n.lt_succ_self
```

For existence, start from the bare vertex $g_0=1$ and set $g_{k+1}=1+zF(g_k)$.

```lean
/-- The iterates of the vertex equation, starting from the bare vertex. -/
def iter : ℕ → ℤ⟦X⟧
  | 0 => 1
  | k + 1 => hedinStep (iter k)
```

The first iterate is $1+z+2z^2$: its order-one coefficient is final, its order-two coefficient is not. The candidate solution takes coefficient $n$ from $g_n$.

```lean
/-- The series whose coefficient of order `n` is that of the `n`-th iterate. -/
def skeletonSeries : ℤ⟦X⟧ := PowerSeries.mk fun n => coeff n (iter n)
```

## Natural coefficients

Changing the coefficient ring commutes with differentiation, which lets series over $\mathbb N$ be compared with series over $\mathbb Z$.

```lean
/-- Differentiation commutes with a change of coefficients. -/
theorem map_deriv {S T : Type*} [CommSemiring S] [CommSemiring T] (c : S →+* T) (g : S⟦X⟧) :
    PowerSeries.map c (derivative S g) = derivative T (PowerSeries.map c g) := by
  ext n
  simp [coeff_derivative]
```

If $g=1+zh$ with $h$ over $\mathbb N$, the negative terms cancel:

$$F(g)=g^2+2g\,\theta g+2zg^2(g+\theta g)+\theta g\,(zh+zg^2).$$

By induction every iterate has this form.

```lean
/-- Each iterate is the bare vertex plus `z` times a series with natural coefficients. -/
theorem iter_natural (k : ℕ) :
    ∃ h : ℕ⟦X⟧, iter k = 1 + X * PowerSeries.map (Nat.castRingHom ℤ) h := by
  induction k with
  | zero => exact ⟨0, by simp [iter]⟩
  | succ k ih =>
    obtain ⟨h, ih⟩ := ih
    obtain ⟨g, hg0⟩ : ∃ g : ℕ⟦X⟧, g = 1 + X * h := ⟨_, rfl⟩
    have hg : iter k = PowerSeries.map (Nat.castRingHom ℤ) g := by rw [ih, hg0]; simp
    have hT : euler (iter k) = PowerSeries.map (Nat.castRingHom ℤ) (euler g) := by
      rw [hg]; simp only [euler, map_mul, PowerSeries.map_X, map_deriv]
    -- the negative terms cancel
    refine ⟨g ^ 2 + (g * euler g + g * euler g) + (X * g ^ 2 * (g + euler g)
      + X * g ^ 2 * (g + euler g)) + euler g * (X * h + X * g ^ 2), ?_⟩
    simp only [iter, hedinStep, kernel, map_add, map_mul, map_pow, PowerSeries.map_X, ← hg, ← hT]
    linear_combination (X * euler (iter k)) * ih
```

## The limit and its first coefficients

Since $g_{k+1}-g_k$ is divisible by $z^{k+1}$, coefficient $n$ is constant from $g_n$ onward. The limit $s$ agrees with $g_n$ through order $n$, so $1+zF(s)=s$.

```lean
/-- The series of stabilised coefficients is a fixed point of the iteration. -/
theorem skeletonSeries_fixed : hedinStep skeletonSeries = skeletonSeries := by
  have hu : ∀ k, (X : ℤ⟦X⟧) ^ (k + 1) ∣ iter (k + 1) - iter k := by
    intro k
    induction k with
    | zero => exact ⟨kernel 1, by simp [iter, hedinStep]⟩
    | succ k ih => exact hedinStep_causal ih
  have hst : ∀ m j, coeff m (iter (m + j)) = coeff m (iter m) := by
    intro m j
    induction j with
    | zero => rfl
    | succ j ih =>
      have h := X_pow_dvd_iff.1 (hu (m + j)) m (by omega)
      rw [map_sub, sub_eq_zero] at h
      exact h.trans ih
  have hs : ∀ k, (X : ℤ⟦X⟧) ^ (k + 1) ∣ skeletonSeries - iter k := by
    intro k
    rw [X_pow_dvd_iff]
    intro m hm
    obtain ⟨j, rfl⟩ := Nat.exists_eq_add_of_le (Nat.lt_succ_iff.1 hm)
    rw [map_sub, sub_eq_zero, skeletonSeries, coeff_mk]
    exact (hst m j).symm
  ext n
  have h := X_pow_dvd_iff.1 (dvd_sub (hedinStep_causal (hs n)) (hs (n + 1))) n (by omega)
  rw [show iter (n + 1) = hedinStep (iter n) from rfl, sub_sub_sub_cancel_right,
    map_sub, sub_eq_zero] at h
  exact h
```

Insert $p=1+z+6z^2+49z^3$, for which $\theta p=z+12z^2+147z^3$. Through $z^3$,

$$\begin{aligned}p^2&=1+2z+13z^2+110z^3+\cdots\\2p\,\theta p&=2z+26z^2+330z^3+\cdots\\2zp^2(p+\theta p)&=2z+8z^2+70z^3+\cdots\\\theta p\,(p-1+zp^2)&=2z^2+32z^3+\cdots\end{aligned}$$

The sum is $F(p)=1+6z+49z^2+542z^3+\cdots$. Thus $p$ reproduces itself and gains $542z^4$; the order-gaining lemma transfers these coefficients to $s$.

```lean
/-- The coefficients of the fixed point through fourth order are 1, 1, 6, 49, 542. -/
theorem skeletonSeries_first : coeff 0 skeletonSeries = 1 ∧ coeff 1 skeletonSeries = 1 ∧
    coeff 2 skeletonSeries = 6 ∧ coeff 3 skeletonSeries = 49 ∧ coeff 4 skeletonSeries = 542 := by
  obtain ⟨p, hp⟩ : ∃ p : ℤ⟦X⟧, p = 1 + X * (1 + X * (6 + X * 49)) := ⟨_, rfl⟩
  have hn : ∀ k : ℕ, derivative ℤ (k : ℤ⟦X⟧) = 0 := fun k => (derivative ℤ).map_natCast k
  have h6 : derivative ℤ (6 : ℤ⟦X⟧) = 0 := by exact_mod_cast hn 6
  have h49 : derivative ℤ (49 : ℤ⟦X⟧) = 0 := by exact_mod_cast hn 49
  have hX : derivative ℤ (X : ℤ⟦X⟧) = 1 := by
    ext n
    rw [coeff_derivative]
    rcases n with _ | n <;> simp [coeff_X, coeff_one]
  have hE : euler p = X * (1 + X * (12 + X * 147)) := by
    rw [hp, euler]
    simp only [map_add, Derivation.leibniz, smul_eq_mul, h6, h49, hX,
      Derivation.map_one_eq_zero]
    ring
  -- the cubic truncation reproduces itself and fixes the next order
  obtain ⟨r, hr⟩ : ∃ r : ℤ⟦X⟧, hedinStep p = p + X ^ 4 * (542 + X * r) :=
    ⟨1858 + 7518 * X + 38143 * X ^ 2 + 73464 * X ^ 3 + 112455 * X ^ 4 + 432180 * X ^ 5
      + 1294139 * X ^ 6, by rw [hedinStep, kernel, hE, hp]; ring⟩
  have h : ∀ n ≤ 4, (X : ℤ⟦X⟧) ^ n ∣ skeletonSeries - p := by
    intro n
    induction n with
    | zero => simp
    | succ n ih =>
      intro hn4
      have e : skeletonSeries - p = (hedinStep skeletonSeries - hedinStep p)
          + X ^ 4 * (542 + X * r) := by rw [skeletonSeries_fixed, hr]; ring
      rw [e]
      exact dvd_add (hedinStep_causal (ih (by omega))) ((pow_dvd_pow X hn4).mul_right _)
  have h5 : (X : ℤ⟦X⟧) ^ 5 ∣
      skeletonSeries - (1 + X * (1 + X * (C 6 + X * (C 49 + X * C 542)))) := by
    have e : skeletonSeries - (1 + X * (1 + X * (C 6 + X * (C 49 + X * C 542)))) =
        (hedinStep skeletonSeries - hedinStep p) + X ^ 5 * r := by
      rw [skeletonSeries_fixed, hr, hp]; simp only [map_ofNat]; ring
    rw [e]
    exact dvd_add (hedinStep_causal (h 4 le_rfl)) (dvd_mul_right _ _)
  have hc : ∀ m < 5, coeff m skeletonSeries =
      coeff m (1 + X * (1 + X * (C 6 + X * (C 49 + X * C 542))) : ℤ⟦X⟧) := by
    intro m hm
    rw [← sub_eq_zero, ← map_sub]
    exact X_pow_dvd_iff.1 h5 m hm
  refine ⟨(hc 0 (by norm_num)).trans ?_, (hc 1 (by norm_num)).trans ?_,
    (hc 2 (by norm_num)).trans ?_, (hc 3 (by norm_num)).trans ?_,
    (hc 4 (by norm_num)).trans ?_⟩ <;>
  simp only [map_add, coeff_succ_X_mul, coeff_zero_X_mul, coeff_C, coeff_one] <;> norm_num
```

## The rational solution

Mapping $s$ to $\mathbb Q$ gives existence, and uniqueness identifies every rational solution with it. In the theorem, `∃!` expresses both, and the second part gives the coefficients.

```lean
/-- The vertex equation has exactly one rational power series solution; its coefficients are
natural numbers and begin 1, 1, 6, 49, 542. -/
theorem hedin_vertex_solution : (∃! g : ℚ⟦X⟧, VertexEquation g) ∧
    ∀ g : ℚ⟦X⟧, VertexEquation g → (∀ n, ∃ k : ℕ, coeff n g = k) ∧
      coeff 0 g = 1 ∧ coeff 1 g = 1 ∧ coeff 2 g = 6 ∧ coeff 3 g = 49 ∧ coeff 4 g = 542 := by
  have hsol : VertexEquation (PowerSeries.map (Int.castRingHom ℚ) skeletonSeries) := by
    have h := congrArg (PowerSeries.map (Int.castRingHom ℚ))
      ((vertexEquation_iff _).2 skeletonSeries_fixed)
    simpa only [VertexEquation, map_mul, map_add, map_sub, map_pow, map_one, map_ofNat,
      PowerSeries.map_X, map_deriv] using h
  have hco : ∀ n, coeff n (PowerSeries.map (Int.castRingHom ℚ) skeletonSeries) =
      ((coeff n skeletonSeries : ℤ) : ℚ) := fun n => by rw [coeff_map, eq_intCast]
  refine ⟨⟨_, hsol, fun g hg => vertex_unique hg hsol⟩, fun g hg => ?_⟩
  rw [vertex_unique hg hsol]
  obtain ⟨h0, h1, h2, h3, h4⟩ := skeletonSeries_first
  refine ⟨fun n => ?_, by rw [hco, h0]; norm_num, by rw [hco, h1]; norm_num,
    by rw [hco, h2]; norm_num, by rw [hco, h3]; norm_num, by rw [hco, h4]; norm_num⟩
  obtain ⟨h, hh⟩ := iter_natural n
  have e : 1 + X * PowerSeries.map (Nat.castRingHom ℤ) h =
      PowerSeries.map (Nat.castRingHom ℤ) (1 + X * h) := by simp
  refine ⟨coeff n (1 + X * h), ?_⟩
  rw [hco, skeletonSeries, coeff_mk, hh, e, coeff_map, eq_natCast, Int.cast_natCast]

end

end ZeroDimensionalHedin
```

```lean
#print axioms ZeroDimensionalHedin.vertex_equation_of_hedin
#print axioms ZeroDimensionalHedin.hedin_vertex_solution
```

```
'ZeroDimensionalHedin.vertex_equation_of_hedin' depends on axioms: [propext, Classical.choice, Quot.sound]
'ZeroDimensionalHedin.hedin_vertex_solution' depends on axioms: [propext, Classical.choice, Quot.sound]
```

To lowest order in $z$ the vertex is $1$ and $\Sigma=GW$, the GW approximation; the next term of $\Sigma=GW\gamma(z)$ is $G^3W^2$. Reading the coefficient of $z^n$ as the number of skeleton self-energy diagrams in $G$ and $W$ with $n+1$ lines $W$, and passing from the pointwise equation to formal series, are interpretation rather than part of the theorem. With that reading, this zero-dimensional model supplies reference totals for enumerating diagrams beyond GW, but not their values in a real system.
